# Exact error of the four-step Adams–Bashforth predictor for slopes of degree at most four

A particle moves under a force that is expensive to evaluate. Its velocity $y$ obeys $y'(t)=f(t)$, where $f$ is the acceleration along the trajectory, and the accelerations at the current time $x$ and at three earlier times $x-h$, $x-2h$, $x-3h$ are already stored. To advance the velocity by one step we need $\int_x^{x+h} f(t)\,dt$, but no value of $f$ inside the interval of integration is available. The four-step Adams–Bashforth method extrapolates from the stored values:

$$P=\frac{h}{24}\bigl(55f(x)-59f(x-h)+37f(x-2h)-9f(x-3h)\bigr).$$

How far is $P$ from the integral? Let the slope be a real polynomial $p$ of degree at most four, and let $c$ be its coefficient of $t^4$, which may be zero. Then, for every real $x$ and $h$,

$$\int_x^{x+h}p(t)\,dt-P=\frac{251}{30}\,c\,h^5 .$$

## Five moments give the error

Expand about the current time: $p(t)=\sum_{k=0}^4 a_k(t-x)^k$. Moving the origin does not alter the coefficient of the fourth power, so $a_4=c$. Both the integral and $P$ are linear in $p$, so it suffices to treat each power separately. The integral of $(t-x)^k$ is $h^{k+1}/(k+1)$, and the predictor gives $h^{k+1}m_k$ with

$$m_k=\tfrac1{24}\bigl(55\cdot0^k-59(-1)^k+37(-2)^k-9(-3)^k\bigr),\qquad 0^0=1.$$

The five values are

- $m_0=(55-59+37-9)/24=1$
- $m_1=(59-74+27)/24=1/2$
- $m_2=(-59+148-81)/24=1/3$
- $m_3=(59-296+243)/24=1/4$
- $m_4=(-59+592-729)/24=-49/6$

The first four agree with $1/(k+1)$, so those terms cancel. The fourth power leaves $c\,h^5\left(\tfrac15+\tfrac{49}{6}\right)=\tfrac{251}{30}c\,h^5$. If $h\neq0$, this vanishes exactly when $c=0$, that is, when the degree is at most three.

The weights are forced by exactness on cubics. If $h\ne0$ and a rule $h\sum_{j=0}^3 b_j\,p(x-jh)$ is exact on cubics, the same test powers give

$$\begin{aligned}b_0+b_1+b_2+b_3&=1, & -b_1-2b_2-3b_3&=\tfrac12,\\ b_1+4b_2+9b_3&=\tfrac13, & -b_1-8b_2-27b_3&=\tfrac14.\end{aligned}$$

Adding the second and third equations gives $2b_2+6b_3=\tfrac56$; adding the third and fourth gives $-4b_2-18b_3=\tfrac7{12}$. Hence $b_3=-\tfrac9{24}$ and $b_2=\tfrac{37}{24}$, and back-substitution yields $b_1=-\tfrac{59}{24}$ and $b_0=\tfrac{55}{24}$.

## A corrector and an error estimate without $c$

The three-step Adams–Moulton corrector also uses the slope at the new time:

$$C=\frac{h}{24}\bigl(9p(x+h)+19p(x)-5p(x-h)+p(x-2h)\bigr).$$

On $(t-x)^k$ its bracket, divided by 24 and by $h^k$, is $1,\tfrac12,\tfrac13,\tfrac14,\tfrac56$ for $k=0,\dots,4$. Writing $I$ for the integral, we get $I-C=\left(\tfrac15-\tfrac56\right)ch^5=-\tfrac{19}{30}ch^5$. Subtracting this from the predictor error gives $C-P=9\,c\,h^5$, and therefore

$$I-C=-\frac{19}{270}(C-P).$$

The right-hand side contains only computed quantities. This is Milne's estimate, which predictor-corrector integrators can use to monitor the local error; for slopes that are polynomials in time of degree at most four it is an identity.

Take $p(t)=t^4$, $x=3$, $h=1$. The integral is $(1024-243)/5=781/5$. The predictor gives $(55\cdot81-59\cdot16+37\cdot1-9\cdot 0)/24=887/6$, which is too small by $251/30$. The corrector gives $(9\cdot256+19\cdot81-5\cdot16+1)/24=941/6$, which is too large by $19/30$. The two differ by $9$, and $-\tfrac{19}{270}\cdot9=-\tfrac{19}{30}$, as the estimate says.

## The two rules as functionals of the slope

```lean
import Mathlib

open Polynomial

namespace AdamsBashforthQuadrature

noncomputable section

/-- The four-step Adams-Bashforth increment over `[x, x + h]`, built from the values of the
slope `f` at `x`, `x - h`, `x - 2h` and `x - 3h`. -/
def predictor (f : ℝ → ℝ) (x h : ℝ) : ℝ :=
  h / 24 * (55 * f x - 59 * f (x - h) + 37 * f (x - 2 * h) - 9 * f (x - 3 * h))

/-- The three-step Adams-Moulton increment over `[x, x + h]`, which also uses the slope at
the new point `x + h`. -/
def corrector (f : ℝ → ℝ) (x h : ℝ) : ℝ :=
  h / 24 * (9 * f (x + h) + 19 * f x - 5 * f (x - h) + f (x - 2 * h))
```

Both definitions accept an arbitrary function `f : ℝ → ℝ`; the polynomial restriction enters only in the theorems. There the slope is `p : ℝ[X]` with `p.natDegree ≤ 4`, and $c$ is `p.coeff 4`. The integral is oriented, so a negative `h` describes a step backwards in time.

The slope could also be modelled as a four times continuously differentiable function. For $h>0$ the classical error term is then $\tfrac{251}{720}h^5f^{(4)}(\xi)$ at some unknown point $\xi$, and Milne's ratio becomes approximate, because predictor and corrector generally have different points $\xi$. The polynomial model gives up that generality in return for exact equalities.

## Integrating a quartic

```lean
/-- A polynomial of degree at most four, written out in its coefficients. -/
theorem eval_quartic {p : ℝ[X]} (hp : p.natDegree ≤ 4) (t : ℝ) :
    p.eval t = p.coeff 0 + p.coeff 1 * t + p.coeff 2 * t ^ 2 + p.coeff 3 * t ^ 3
      + p.coeff 4 * t ^ 4 := by
  rw [Polynomial.eval_eq_sum_range' (show p.natDegree < 5 by omega)]
  simp [Finset.sum_range_succ]
```

The degree bound reduces evaluation to a sum of five terms. Lean works with powers of $t$ here, not with the shifted powers used by hand.

```lean
/-- The integral of a polynomial of degree at most four, in terms of its coefficients. -/
theorem integral_quartic {p : ℝ[X]} (hp : p.natDegree ≤ 4) (a b : ℝ) :
    ∫ t in a..b, p.eval t =
      (p.coeff 0 * b + p.coeff 1 / 2 * b ^ 2 + p.coeff 2 / 3 * b ^ 3 + p.coeff 3 / 4 * b ^ 4
        + p.coeff 4 / 5 * b ^ 5)
      - (p.coeff 0 * a + p.coeff 1 / 2 * a ^ 2 + p.coeff 2 / 3 * a ^ 3 + p.coeff 3 / 4 * a ^ 4
        + p.coeff 4 / 5 * a ^ 5) := by
  -- the explicit antiderivative
  have hF : ∀ t : ℝ, HasDerivAt (fun s : ℝ => p.coeff 0 * s + p.coeff 1 / 2 * s ^ 2
      + p.coeff 2 / 3 * s ^ 3 + p.coeff 3 / 4 * s ^ 4 + p.coeff 4 / 5 * s ^ 5)
      (p.eval t) t := by
    intro t
    have h1 : HasDerivAt (fun s : ℝ => s) 1 t := hasDerivAt_id' t
    have h2 : HasDerivAt (fun s : ℝ => s ^ 2) (2 * t) t := by simpa using hasDerivAt_pow 2 t
    have h3 : HasDerivAt (fun s : ℝ => s ^ 3) (3 * t ^ 2) t := by
      simpa using hasDerivAt_pow 3 t
    have h4 : HasDerivAt (fun s : ℝ => s ^ 4) (4 * t ^ 3) t := by
      simpa using hasDerivAt_pow 4 t
    have h5 : HasDerivAt (fun s : ℝ => s ^ 5) (5 * t ^ 4) t := by
      simpa using hasDerivAt_pow 5 t
    refine (((((h1.const_mul (p.coeff 0)).fun_add (h2.const_mul (p.coeff 1 / 2))).fun_add
      (h3.const_mul (p.coeff 2 / 3))).fun_add (h4.const_mul (p.coeff 3 / 4))).fun_add
      (h5.const_mul (p.coeff 4 / 5))).congr_deriv ?_
    rw [eval_quartic hp]
    ring
  exact intervalIntegral.integral_eq_sub_of_hasDerivAt (fun t _ => hF t)
    (p.continuous.intervalIntegrable _ _)
```

The proof differentiates an explicit antiderivative term by term, in `hF`, and applies the fundamental theorem of calculus. Continuity of the polynomial supplies integrability.

## The predictor error and its consequences

```lean
/-- For a slope of degree at most four with quartic coefficient `c` (possibly zero), the integral
minus the Adams-Bashforth predictor is exactly `(251/30) c h^5`. -/
theorem predictor_error {p : ℝ[X]} (hp : p.natDegree ≤ 4) (x h : ℝ) :
    (∫ t in x..(x + h), p.eval t) - predictor (fun t => p.eval t) x h
      = 251 / 30 * p.coeff 4 * h ^ 5 := by
  rw [integral_quartic hp]
  simp only [predictor, eval_quartic hp]
  ring
```

This is the main claim, without a sign condition on the step. After the integral and the four slope values have been written in coefficients, `ring` checks the cancellation that the moments displayed one power at a time.

```lean
/-- Among polynomials of degree at most four, the predictor with non-zero step is exact
precisely on those of degree at most three. -/
theorem predictor_exact_iff {p : ℝ[X]} (hp : p.natDegree ≤ 4) (x : ℝ) {h : ℝ} (hh : h ≠ 0) :
    ∫ t in x..(x + h), p.eval t = predictor (fun t => p.eval t) x h ↔ p.natDegree ≤ 3 := by
  have e := predictor_error hp x h
  constructor
  · intro hex
    rw [hex, sub_self] at e
    have hc : p.coeff 4 = 0 := by
      have h5 : h ^ 5 ≠ 0 := pow_ne_zero 5 hh
      have e' : p.coeff 4 * h ^ 5 = 0 := by linarith
      exact (mul_eq_zero.mp e').resolve_right h5
    rw [Polynomial.natDegree_le_iff_coeff_eq_zero]
    intro N hN
    rcases Nat.lt_or_ge 4 N with h4 | h4
    · exact Polynomial.coeff_eq_zero_of_natDegree_lt (by omega)
    · have hN4 : N = 4 := by omega
      rw [hN4, hc]
  · intro h3
    have hc : p.coeff 4 = 0 := Polynomial.coeff_eq_zero_of_natDegree_lt (by omega)
    rw [hc] at e
    linarith
```

In the forward direction, exactness makes the error zero, and since $h^5\neq0$ the quartic coefficient vanishes. All higher coefficients vanish by the degree bound, so the degree is at most three. The converse substitutes $c=0$ into the error formula. At $h=0$ both sides of the rule are zero for every polynomial, which is why a non-zero step is required.

```lean
/-- For a non-zero step `h`, a rule on the nodes `x`, `x - h`, `x - 2h`, `x - 3h` that gives the
exact integral from `x` to `x + h` of every polynomial of degree at most three has the
Adams-Bashforth weights. -/
theorem weights_unique (x : ℝ) {h : ℝ} (hh : h ≠ 0) (b₀ b₁ b₂ b₃ : ℝ)
    (hb : ∀ p : ℝ[X], p.natDegree ≤ 3 → ∫ t in x..(x + h), p.eval t =
      h * (b₀ * p.eval x + b₁ * p.eval (x - h) + b₂ * p.eval (x - 2 * h)
        + b₃ * p.eval (x - 3 * h))) :
    b₀ = 55 / 24 ∧ b₁ = -59 / 24 ∧ b₂ = 37 / 24 ∧ b₃ = -9 / 24 := by
  -- test the rule on the shifted powers `(t - x)^k`
  have key : ∀ k : ℕ, k ≤ 3 →
      b₀ * 0 ^ k + b₁ * (-1) ^ k + b₂ * (-2) ^ k + b₃ * (-3) ^ k
        = (55 * 0 ^ k - 59 * (-1) ^ k + 37 * (-2) ^ k - 9 * (-3) ^ k) / 24 := by
    intro k hk
    have hd : ((X - C x) ^ k : ℝ[X]).natDegree ≤ 3 := by
      rw [Polynomial.natDegree_pow, Polynomial.natDegree_X_sub_C]
      omega
    have e := hb _ hd
    rw [(predictor_exact_iff (hd.trans (by norm_num)) x hh).mpr hd] at e
    simp only [predictor, eval_pow, eval_sub, eval_X, eval_C] at e
    clear hd
    apply mul_left_cancel₀ (pow_ne_zero (k + 1) hh)
    interval_cases k <;> linear_combination -e
  -- solve the resulting Vandermonde system
  have k0 := key 0 (by norm_num)
  have k1 := key 1 (by norm_num)
  have k2 := key 2 (by norm_num)
  have k3 := key 3 (by norm_num)
  norm_num at k0 k1 k2 k3
  refine ⟨?_, ?_, ?_, ?_⟩ <;> linarith
```

The hypothesis `hb` says that the rule with weights `b₀` to `b₃` is exact on all cubics, at one fixed `x` and one fixed `h`. The step `key` tests it on $(t-x)^k$. Instead of computing the integral again, it replaces it by the Adams–Bashforth value, which the previous theorem shows to be exact, and cancels $h^{k+1}$. The result is the linear system solved above, with $m_k$ on the right, and `linarith` solves it.

```lean
/-- If a trajectory `y` has slope `p(t)` of degree at most four, then `y (x + h)` minus the result
of one predictor step started from `y x` is `(251/30) c h^5`, with `c` the quartic coefficient of
`p`. -/
theorem trajectory_step {p : ℝ[X]} (hp : p.natDegree ≤ 4) {y : ℝ → ℝ}
    (hy : ∀ t, HasDerivAt y (p.eval t) t) (x h : ℝ) :
    y (x + h) = y x + predictor (fun t => p.eval t) x h + 251 / 30 * p.coeff 4 * h ^ 5 := by
  have e := predictor_error hp x h
  rw [intervalIntegral.integral_eq_sub_of_hasDerivAt (fun t _ => hy t)
    (p.continuous.intervalIntegrable _ _)] at e
  linarith
```

The hypothesis `hy` is the equation of motion $y'(t)=p(t)$, required at every real time. The fundamental theorem turns the integral into $y(x+h)-y(x)$, so the quadrature error becomes the error of one step. That step starts from the exact $y(x)$ and uses exact past slopes: the theorem concerns the local error and says nothing about accumulation over many steps or about stability.

## The corrector and Milne's estimate

```lean
/-- For a slope of degree at most four with quartic coefficient `c`, the integral minus the
Adams-Moulton corrector is exactly `-(19/30) c h^5`. -/
theorem corrector_error {p : ℝ[X]} (hp : p.natDegree ≤ 4) (x h : ℝ) :
    (∫ t in x..(x + h), p.eval t) - corrector (fun t => p.eval t) x h
      = -(19 / 30) * p.coeff 4 * h ^ 5 := by
  rw [integral_quartic hp]
  simp only [corrector, eval_quartic hp]
  ring
```

The proof repeats that of the predictor error with the other set of weights. The slope at $x+h$ is taken to be the exact $p(x+h)$. When the force depends on the particle's position or velocity, a code usually evaluates that slope at the predicted state, which introduces a further error absent from this model.

```lean
/-- Milne's error estimate: for slopes of degree at most four, the error of the corrector is
`-19/270` times the difference between corrector and predictor. -/
theorem milne_estimate {p : ℝ[X]} (hp : p.natDegree ≤ 4) (x h : ℝ) :
    (∫ t in x..(x + h), p.eval t) - corrector (fun t => p.eval t) x h
      = -(19 / 270) * (corrector (fun t => p.eval t) x h
        - predictor (fun t => p.eval t) x h) := by
  linear_combination (251 / 270) * corrector_error hp x h + (19 / 270) * predictor_error hp x h

end

end AdamsBashforthQuadrature
```

The proof eliminates $c$ by adding $\tfrac{251}{270}$ times the corrector identity to $\tfrac{19}{270}$ times the predictor identity. The right-hand sides cancel, since $-251\cdot19+19\cdot251=0$, and the left-hand sides combine to $(I-C)+\tfrac{19}{270}(C-P)$.

```lean
#print axioms AdamsBashforthQuadrature.predictor_error
#print axioms AdamsBashforthQuadrature.weights_unique
#print axioms AdamsBashforthQuadrature.trajectory_step
#print axioms AdamsBashforthQuadrature.milne_estimate
```

```
'AdamsBashforthQuadrature.predictor_error' depends on axioms: [propext, Classical.choice, Quot.sound]
'AdamsBashforthQuadrature.weights_unique' depends on axioms: [propext, Classical.choice, Quot.sound]
'AdamsBashforthQuadrature.trajectory_step' depends on axioms: [propext, Classical.choice, Quot.sound]
'AdamsBashforthQuadrature.milne_estimate' depends on axioms: [propext, Classical.choice, Quot.sound]
```
